# Potential energy shares sum to one but need not lie between 0 and 1

After a harmonic frequency calculation in internal coordinates, a band can be assigned by listing how much of the mode's potential energy is attributed to each stretch, bend or torsion. Such a table, a potential energy distribution, is often printed in per cent. Conventions differ in how they treat the coupling between coordinates; some keep only the diagonal force constants, and their totals need not be 100%. Here each coupling energy is split equally between its two coordinates. The totals then come to 100%, but a single entry can be negative or exceed 100%, so a large entry does not by itself show that the other entries are small.

Let $F$ be the real force-constant matrix, and let column $k$ of the square real matrix $L$ hold mode $k$ in internal coordinates. Suppose that

$$L^{T}FL=\mathrm{diag}(l),\qquad l_k\neq 0 \text{ for all } k .$$

The share of coordinate $i$ in mode $k$ is $P_{ik}=L_{ik}(FL)_{ik}/l_k$. Then $\sum_i P_{ik}=1$ for every mode and $\sum_k P_{ik}=1$ for every coordinate.

## Shares from the mode matrix alone

Displace the molecule along mode $k$ with amplitude $Q$, so that $q_i=L_{ik}Q$ and $(Fq)_i=(FL)_{ik}Q$. The potential energy is

$$V=\tfrac12\sum_i q_i(Fq)_i=\tfrac12 Q^2\sum_i L_{ik}(FL)_{ik}=\tfrac12 Q^2(L^TFL)_{kk}=\tfrac12 l_kQ^2 .$$

Assign the term $\tfrac12 q_i(Fq)_i$ to coordinate $i$. It equals $\tfrac12L_{ik}(FL)_{ik}Q^2=P_{ik}V$. For symmetric $F$, this convention splits each coupling energy $F_{ij}q_iq_j$ equally between $i$ and $j$, and the coupling energy may be negative.

Determinants give $(\det L)^2\det F=\prod_k l_k\neq0$, so $L$ is invertible. Multiplying the mode relation on the right by $\mathrm{diag}(1/l)$ gives

$$L^T\,\bigl(FL\,\mathrm{diag}(1/l)\bigr)=1 .$$

The bracket is therefore $(L^T)^{-1}=(L^{-1})^T$, and its entries read $(L^{-1})_{ki}=(FL)_{ik}/l_k$. Hence

$$P_{ik}=L_{ik}(L^{-1})_{ki}.$$

Summing over $i$ gives $(L^{-1}L)_{kk}=1$, and summing over $k$ gives $(LL^{-1})_{ii}=1$.

If $F=\mathrm{diag}(f)$ and all $l_k>0$, then $P_{ik}=f_iL_{ik}^2/l_k$. A negative $f_i$ would make $\sum_kP_{ik}\le0$, contradicting the sum rule. All shares are thus non-negative, and since those of one mode sum to 1, none exceeds 1.

With coupling, shares can fall outside this range. For

$$L=\begin{pmatrix}2&1\\1&1\end{pmatrix},\quad L^{-1}=\begin{pmatrix}1&-1\\-1&2\end{pmatrix},\quad P=\begin{pmatrix}2&-1\\-1&2\end{pmatrix}.$$

A suitable force field is $F=\begin{pmatrix}2&-3\\-3&5\end{pmatrix}$, with both $l_k=1$. Equal $l_k$ leave the choice of modes open, but the large shares do not depend on this freedom: $F=\begin{pmatrix}3&-5\\-5&9\end{pmatrix}$ has the same $L$ and $P$ with $l=(1,2)$.

## Energies and shares as real matrices

The finite type `n` labels both coordinates and modes, so $L$ is square and redundant internal coordinates are excluded.

```lean
import Mathlib

open Matrix

namespace PotentialEnergyDistribution

noncomputable section

variable {n : Type*} [Fintype n]
```

The potential is purely harmonic; `F *ᵥ q` is the matrix acting on the displacement, and `⬝ᵥ` is the dot product.

```lean
/-- The harmonic potential energy `qᵀ F q / 2` of a displacement `q` in the force field `F`. -/
def potentialEnergy (F : Matrix n n ℝ) (q : n → ℝ) : ℝ := (q ⬝ᵥ F *ᵥ q) / 2
```

The next definition fixes the equal splitting of coupling energies.

```lean
/-- The part `q_i (F q)_i / 2` of the potential energy that is assigned to coordinate `i`. -/
def coordinateEnergy (F : Matrix n n ℝ) (q : n → ℝ) (i : n) : ℝ := q i * (F *ᵥ q) i / 2

/-- The displacement along mode `k`, column `k` of `L`, with amplitude `Q`. -/
def displacement (L : Matrix n n ℝ) (k : n) (Q : ℝ) : n → ℝ := fun i => L i k * Q
```

The share is a matrix with coordinates as rows and modes as columns. Lean evaluates division by zero as zero, so the theorems about shares assume the relevant `l k` to be nonzero.

```lean
/-- The energy share `L_ik (F L)_ik / l_k` of coordinate `i` in mode `k`, for `l_k ≠ 0`. -/
def energyShare (F L : Matrix n n ℝ) (l : n → ℝ) : Matrix n n ℝ :=
  Matrix.of fun i k => L i k * (F * L) i k / l k
```

## The share as a ratio of energies

The first lemma is $(Fq)_i=(FL)_{ik}Q$, obtained by expanding both products as sums.

```lean
/-- Along a single mode, `F` acts on the displacement as column `k` of `F L` times the
amplitude. -/
theorem force_on_mode (F L : Matrix n n ℝ) (k : n) (Q : ℝ) (i : n) :
    (F *ᵥ displacement L k Q) i = (F * L) i k * Q := by
  simp only [Matrix.mulVec, dotProduct, displacement, Matrix.mul_apply, Finset.sum_mul, mul_assoc]
```

The hypothesis `hL` is the mode relation. No kinetic-energy matrix appears: with the usual mass-weighted normalisation $l_k$ is the squared angular frequency, but the theorems hold for any scaling of the columns. Neither symmetry of $F$ nor invertibility of $L$ is assumed. When all $l_k\neq0$, both follow: $L$ is invertible and $F=(L^{-1})^T\mathrm{diag}(l)L^{-1}$ is symmetric. The next two theorems hold even without these properties.

In the proof, `h` is the diagonal entry of `hL`; the rest compares the two sums term by term.

```lean
variable [DecidableEq n] {F L : Matrix n n ℝ} {l : n → ℝ}

/-- If `Lᵀ F L = diag(l)`, a displacement along mode `k` with amplitude `Q` has the potential
energy `l_k Q² / 2`. -/
theorem mode_energy (hL : Lᵀ * F * L = diagonal l) (k : n) (Q : ℝ) :
    potentialEnergy F (displacement L k Q) = l k * Q ^ 2 / 2 := by
  -- the diagonal entry of the normal-mode relation
  have h : ∑ i, L i k * (F * L) i k = l k := by
    have h0 := congrFun (congrFun hL k) k
    rw [Matrix.mul_assoc, Matrix.mul_apply, diagonal_apply_eq] at h0
    simpa only [transpose_apply] using h0
  simp only [potentialEnergy, dotProduct, force_on_mode]
  rw [← h, Finset.sum_mul]
  congr 1
  refine Finset.sum_congr rfl fun i _ => ?_
  simp only [displacement]
  ring
```

This identity justifies the word "share". Only the mode in question needs `l k ≠ 0`. After both energies are expanded, `linear_combination` uses the cancellation of $l_k$ recorded in `h`.

```lean
/-- If `Lᵀ F L = diag(l)` and `l_k ≠ 0`, the energy assigned to coordinate `i` in a displacement
along mode `k` is the energy share times the potential energy of that displacement. -/
theorem coordinateEnergy_eq_share (hL : Lᵀ * F * L = diagonal l) {k : n} (hk : l k ≠ 0)
    (Q : ℝ) (i : n) :
    coordinateEnergy F (displacement L k Q) i =
      energyShare F L l i k * potentialEnergy F (displacement L k Q) := by
  rw [mode_energy hL, coordinateEnergy, force_on_mode]
  simp only [energyShare, displacement, Matrix.of_apply]
  have h := div_mul_cancel₀ (L i k * (F * L) i k) hk
  linear_combination (-(Q ^ 2 / 2)) * h
```

## Invertibility and the two sum rules

Here `IsUnit L.det` says that the determinant is nonzero. If it vanished, the determinant of `hL` would make the product of the $l_k$ zero.

```lean
/-- If `Lᵀ F L = diag(l)` with all `l_k ≠ 0`, the mode matrix `L` is invertible. -/
theorem modes_invertible (hL : Lᵀ * F * L = diagonal l) (hl : ∀ k, l k ≠ 0) :
    IsUnit L.det := by
  have h := congrArg Matrix.det hL
  rw [det_mul, det_mul, det_transpose, det_diagonal] at h
  refine isUnit_iff_ne_zero.2 fun h0 => ?_
  rw [h0, mul_zero] at h
  exact (Finset.prod_ne_zero_iff.2 fun k _ => hl k) h.symm
```

In the next proof, `h1` is the displayed equation for the inverse of $L^T$, and `h2` reads off one entry after exchanging transpose and inverse.

```lean
/-- If `Lᵀ F L = diag(l)` with all `l_k ≠ 0`, the energy share equals `L_ik (L⁻¹)_ki`: it is
fixed by the mode matrix alone. -/
theorem energyShare_eq_mul_inv (hL : Lᵀ * F * L = diagonal l) (hl : ∀ k, l k ≠ 0) (i k : n) :
    energyShare F L l i k = L i k * L⁻¹ k i := by
  -- the relation exhibits the inverse of `Lᵀ`
  have h1 : Lᵀ * (F * L * diagonal fun k => (l k)⁻¹) = 1 := by
    rw [← Matrix.mul_assoc, ← Matrix.mul_assoc, hL, diagonal_mul_diagonal, ← diagonal_one]
    congr 1
    funext j
    exact mul_inv_cancel₀ (hl j)
  have h2 : L⁻¹ k i = (F * L) i k * (l k)⁻¹ := by
    rw [← transpose_apply L⁻¹ i k, transpose_nonsing_inv, inv_eq_right_inv h1, mul_diagonal]
  rw [h2]
  simp only [energyShare, Matrix.of_apply]
  ring
```

Both sum rules are then diagonal entries of a product equal to the identity. Negative $l_k$ are allowed, so the sums also hold at a saddle point with no zero eigenvalue.

```lean
/-- Sum rules of the potential energy distribution: if `Lᵀ F L = diag(l)` with all `l_k ≠ 0`,
the energy shares sum to 1 over the coordinates in each mode, and to 1 over the modes for each
coordinate. -/
theorem energyShare_sum_rules (hL : Lᵀ * F * L = diagonal l) (hl : ∀ k, l k ≠ 0) :
    (∀ k, ∑ i, energyShare F L l i k = 1) ∧ (∀ i, ∑ k, energyShare F L l i k = 1) := by
  have hu := modes_invertible hL hl
  constructor
  · -- diagonal entries of `L⁻¹ L = 1`
    intro k
    have h := congrFun (congrFun (nonsing_inv_mul L hu) k) k
    rw [Matrix.mul_apply, one_apply_eq] at h
    refine (Finset.sum_congr rfl fun i _ => ?_).trans h
    rw [energyShare_eq_mul_inv hL hl, mul_comm]
  · -- diagonal entries of `L L⁻¹ = 1`
    intro i
    have h := congrFun (congrFun (mul_nonsing_inv L hu) i) i
    rw [Matrix.mul_apply, one_apply_eq] at h
    exact (Finset.sum_congr rfl fun k _ => energyShare_eq_mul_inv hL hl i k).trans h
```

## Force fields without coupling

The proof writes each share as $f_iL_{ik}^2/l_k$ in `hs`, excludes negative force constants in `hf`, and bounds one non-negative term by its column sum with `Finset.single_le_sum`.

```lean
/-- For a force field without coupling constants, `F = diag(f)`, and `Lᵀ F L = diag(l)` with all
`l_k > 0`, every energy share lies between 0 and 1. -/
theorem energyShare_mem_unit_of_diagonal {f : n → ℝ} (hL : Lᵀ * diagonal f * L = diagonal l)
    (hl : ∀ k, 0 < l k) (i k : n) :
    0 ≤ energyShare (diagonal f) L l i k ∧ energyShare (diagonal f) L l i k ≤ 1 := by
  obtain ⟨hcol, hrow⟩ := energyShare_sum_rules hL fun k => (hl k).ne'
  have hs : ∀ i k, energyShare (diagonal f) L l i k = f i * (L i k ^ 2 / l k) := by
    intro i k
    simp only [energyShare, Matrix.of_apply, diagonal_mul]
    ring
  have hq : ∀ i k, 0 ≤ L i k ^ 2 / l k := fun i k => div_nonneg (sq_nonneg _) (hl k).le
  -- a negative force constant would contradict the sum over modes
  have hf : ∀ i, 0 ≤ f i := by
    intro i
    by_contra hneg
    have h0 : ∑ k, energyShare (diagonal f) L l i k ≤ 0 := Finset.sum_nonpos fun k _ => by
      rw [hs]
      exact mul_nonpos_iff.2 (Or.inr ⟨(not_le.1 hneg).le, hq i k⟩)
    linarith [hrow i]
  have hnn : ∀ i k, 0 ≤ energyShare (diagonal f) L l i k := fun i k => by
    rw [hs]
    exact mul_nonneg (hf i) (hq i k)
  refine ⟨hnn i k, ?_⟩
  rw [← hcol k]
  exact Finset.single_le_sum (f := fun i => energyShare (diagonal f) L l i k)
    (fun j _ => hnn j k) (Finset.mem_univ i)
```

Assuming only $l_k\neq0$ is not enough for this bound. Take $F=\mathrm{diag}(1,-1)$ and $L=\tfrac14\begin{pmatrix}5&3\\3&5\end{pmatrix}$. Then $L^TFL=\mathrm{diag}(1,-1)$, and the first mode has shares $25/16$ and $-9/16$.

## Shares of 2 and −1, and of any size

For the $2\times2$ example the theorem covers every admissible $F$ and $l$. The proof verifies the inverse by multiplication and inserts it into $P_{ik}=L_{ik}(L^{-1})_{ki}$.

```lean
/-- For the mode matrix `[[2, 1], [1, 1]]`, every `F` and `l` with `Lᵀ F L = diag(l)` and all
`l_k ≠ 0` give the energy shares `2` and `-1`. -/
theorem energyShare_not_percentage {F : Matrix (Fin 2) (Fin 2) ℝ} {l : Fin 2 → ℝ}
    (hL : (!![2, 1; 1, 1] : Matrix (Fin 2) (Fin 2) ℝ)ᵀ * F * !![2, 1; 1, 1] = diagonal l)
    (hl : ∀ k, l k ≠ 0) :
    energyShare F !![2, 1; 1, 1] l = !![2, -1; -1, 2] := by
  have hinv : (!![2, 1; 1, 1] : Matrix (Fin 2) (Fin 2) ℝ)⁻¹ = !![1, -1; -1, 2] := by
    apply inv_eq_right_inv
    ext i j
    fin_cases i <;> fin_cases j <;> norm_num [Matrix.mul_apply, Fin.sum_univ_succ]
  ext i k
  rw [energyShare_eq_mul_inv hL hl, hinv]
  fin_cases i <;> fin_cases k <;> norm_num
```

A one-parameter family with both $l_k=1$ supplies explicit force fields, and at $t=2$ it gives the first one above. Other nonzero $l_k$ with the same mode matrix would give the same shares.

```lean
/-- A family of mode matrices with a real parameter `t`. -/
def skewModes (t : ℝ) : Matrix (Fin 2) (Fin 2) ℝ := !![t, t - 1; 1, 1]

/-- A family of force fields with a real parameter `t`; the coupling constant `1 - 2 * t` vanishes
only at `t = 1/2`. -/
def skewForce (t : ℝ) : Matrix (Fin 2) (Fin 2) ℝ :=
  !![2, 1 - 2 * t; 1 - 2 * t, (1 - t) ^ 2 + t ^ 2]
```

By hand, $FL=\begin{pmatrix}1&-1\\1-t&t\end{pmatrix}$, which is `hFL`. Multiplying by $L^T$ gives the identity, and multiplying entry by entry with $L$ gives the shares $t$ and $1-t$. Since $t$ is any real number, shares in this two-coordinate harmonic model have no upper or lower bound. The matrices are algebraic examples and are not fitted to a molecule.

```lean
/-- For every real `t`, the modes `skewModes t` diagonalise the force field `skewForce t` with
`l = (1, 1)`, and the energy shares are `t` and `1 - t`. -/
theorem energyShare_arbitrary_witness (t : ℝ) :
    (skewModes t)ᵀ * skewForce t * skewModes t = diagonal (fun _ => 1) ∧
      energyShare (skewForce t) (skewModes t) (fun _ => 1) = !![t, 1 - t; 1 - t, t] := by
  have hFL : skewForce t * skewModes t = !![1, -1; 1 - t, t] := by
    ext i j
    fin_cases i <;> fin_cases j <;>
      simp [skewForce, skewModes, Matrix.mul_apply, Fin.sum_univ_succ] <;> ring
  constructor
  · rw [Matrix.mul_assoc, hFL]
    ext i j
    fin_cases i <;> fin_cases j <;>
      simp [skewModes, Matrix.mul_apply, Fin.sum_univ_succ]
  · ext i j
    simp only [energyShare, Matrix.of_apply, hFL]
    fin_cases i <;> fin_cases j <;> simp [skewModes]

end

end PotentialEnergyDistribution
```

```lean
#print axioms PotentialEnergyDistribution.coordinateEnergy_eq_share
#print axioms PotentialEnergyDistribution.energyShare_sum_rules
#print axioms PotentialEnergyDistribution.energyShare_mem_unit_of_diagonal
#print axioms PotentialEnergyDistribution.energyShare_not_percentage
```

```
'PotentialEnergyDistribution.coordinateEnergy_eq_share' depends on axioms: [propext, Classical.choice, Quot.sound]
'PotentialEnergyDistribution.energyShare_sum_rules' depends on axioms: [propext, Classical.choice, Quot.sound]
'PotentialEnergyDistribution.energyShare_mem_unit_of_diagonal' depends on axioms: [propext, Classical.choice, Quot.sound]
'PotentialEnergyDistribution.energyShare_not_percentage' depends on axioms: [propext, Classical.choice, Quot.sound]
```
